# Factorial error bound for the energy expansion of a free s wave

Take an s electron in a constant potential, with energy $E>0$ measured from that potential. In Rydberg units, with lengths in bohr, its radial function $P(r)=r\,u(r)$ obeys $-P''=EP$. The solution with $P(0)=0$ and $P'(0)=1$ is $P(r)=\sin(r\sqrt E)/\sqrt E$.

To lowest order in $E$ this is just $r$. The error is controlled by two integrations from the origin. Since $P'=\cos(r\sqrt E)\le 1$, we have $P\le r$ for $r\ge 0$. The radial equation then gives

$$\Big(P'-1+\tfrac{E r^2}{2}\Big)'=E\,(r-P)\ge 0 .$$

The bracket vanishes at the origin, so it is nonnegative. Integrating it once more gives $P-r+Er^3/6\ge 0$. Together,

$$0\le r-P(r)\le \frac{E r^3}{6}.$$

Repeating these two integrations gives the bound at every order.

```lean
import Mathlib

open Filter Topology

namespace HigherEnergyDerivatives

noncomputable section
```

## The wave and its energy expansion

The exact function $P$ is `radial E`. Its slope at the origin is fixed at 1 for every energy; it is not normalised to unit charge in a sphere.

```lean
/-- The s-wave radial function `r u(r) = sin(r√E)/√E` in a constant potential, for energy
`E > 0` measured from that potential in Rydberg units. -/
def radial (E r : ℝ) : ℝ := Real.sin (r * Real.sqrt E) / Real.sqrt E
```

The sine series supplies the function that multiplies $E^k$:

$$P_k(r)=(-1)^k\frac{r^{2k+1}}{(2k+1)!}.$$

```lean
/-- The function of `r` that multiplies `E^k` in the energy expansion about `E = 0`. -/
def energyCoeff (k : ℕ) (r : ℝ) : ℝ :=
  (-1) ^ k * (r ^ (2 * k + 1) / ((2 * k + 1).factorial : ℝ))
```

Its slope is $s_k(r)=(-1)^k r^{2k}/(2k)!$.

```lean
/-- The function of `r` that multiplies `E^k` in the energy expansion of the radial slope. -/
def slopeCoeff (k : ℕ) (r : ℝ) : ℝ :=
  (-1) ^ k * (r ^ (2 * k) / ((2 * k).factorial : ℝ))
```

The expansion through order $n$ is $S_n=\sum_{k=0}^{n}E^kP_k$. In Lean the sum runs over `Finset.range (n + 1)`, which is $0,\dots,n$.

```lean
/-- The energy expansion of the radial function, kept up to order `n`. -/
def truncated (n : ℕ) (E r : ℝ) : ℝ :=
  ∑ k ∈ Finset.range (n + 1), E ^ k * energyCoeff k r
```

The slope is truncated in the same way, $S_n'=\sum_{k=0}^{n}E^k s_k$.

```lean
/-- The energy expansion of the radial slope, kept up to order `n`. -/
def truncatedSlope (n : ℕ) (E r : ℝ) : ℝ :=
  ∑ k ∈ Finset.range (n + 1), E ^ k * slopeCoeff k r
```

## Radial equations, exact and order by order

Differentiating twice gives $P'=\cos(r\sqrt E)$ and $P''=-\sqrt E\,\sin(r\sqrt E)=-EP$. The statement `HasDerivAt f a r` says that $f$ is differentiable at $r$ with derivative $a$, so the second-order equation appears as two first-order ones. The proof applies the chain rule and then uses $E/\sqrt E=\sqrt E$.

```lean
/-- For `E > 0` the radial function has slope `cos(r√E)` and solves the radial Schrödinger
equation `-P'' = E P`. -/
theorem radial_schrodinger {E : ℝ} (hE : 0 < E) (r : ℝ) :
    HasDerivAt (radial E) (Real.cos (r * Real.sqrt E)) r ∧
    HasDerivAt (fun x => Real.cos (x * Real.sqrt E)) (-E * radial E r) r := by
  have hs : Real.sqrt E ≠ 0 := (Real.sqrt_pos.mpr hE).ne'
  have hl := (hasDerivAt_id' r).mul_const (Real.sqrt E)
  constructor
  · refine (hl.sin.div_const (Real.sqrt E)).congr_deriv ?_
    rw [one_mul, mul_div_assoc, div_self hs, mul_one]
  · refine hl.cos.congr_deriv ?_
    have hd : E / Real.sqrt E = Real.sqrt E := Real.div_sqrt
    rw [radial]
    linear_combination Real.sin (r * Real.sqrt E) * hd
```

For the coefficients, cancelling one factor of the factorial gives

$$P_k'=s_k,\qquad s_{k+1}'=(-1)^{k+1}\frac{r^{2k+1}}{(2k+1)!}=-P_k .$$

Hence $-P_{k+1}''=P_k$: each coefficient is driven by the one before it.

```lean
/-- The coefficients obey the chain of inhomogeneous radial equations `-P_(k+1)'' = P_k`,
written through their slopes. -/
theorem coeff_hierarchy (k : ℕ) (r : ℝ) :
    HasDerivAt (energyCoeff k) (slopeCoeff k r) r ∧
    HasDerivAt (slopeCoeff (k + 1)) (-energyCoeff k r) r := by
  constructor
  · have h1 : ((2 * k + 1 : ℕ) : ℝ) ≠ 0 := Nat.cast_ne_zero.mpr (by omega)
    refine (((hasDerivAt_pow (2 * k + 1) r).div_const
      ((2 * k + 1).factorial : ℝ)).const_mul ((-1 : ℝ) ^ k)).congr_deriv ?_
    rw [slopeCoeff, Nat.factorial_succ, Nat.add_sub_cancel, Nat.cast_mul,
      mul_div_mul_left _ _ h1]
  · have h1 : ((2 * k + 1 + 1 : ℕ) : ℝ) ≠ 0 := Nat.cast_ne_zero.mpr (by omega)
    have e : 2 * (k + 1) = 2 * k + 1 + 1 := by ring
    have hf : slopeCoeff (k + 1) = fun y => (-1 : ℝ) ^ (k + 1) *
        (y ^ (2 * k + 1 + 1) / ((2 * k + 1 + 1).factorial : ℝ)) := by
      funext y
      rw [slopeCoeff, e]
    rw [hf]
    refine (((hasDerivAt_pow (2 * k + 1 + 1) r).div_const
      ((2 * k + 1 + 1).factorial : ℝ)).const_mul ((-1 : ℝ) ^ (k + 1))).congr_deriv ?_
    rw [energyCoeff, Nat.factorial_succ (2 * k + 1), Nat.add_sub_cancel, Nat.cast_mul,
      mul_div_mul_left _ _ h1, pow_succ (-1 : ℝ) k]
    ring
```

Now sum the chain with its powers of $E$. The order-zero slope is the constant 1 and drops out on differentiation, so

$$-S_{n+1}''=\sum_{k=0}^{n}E^{k+1}P_k=E\,S_n .$$

The proof splits off that constant with `Finset.sum_range_succ'` and differentiates the rest term by term.

```lean
/-- Minus the second radial derivative of the expansion of order `n + 1` is `E` times the
expansion of order `n`; the first part identifies the slope. -/
theorem truncated_schrodinger (n : ℕ) (E r : ℝ) :
    HasDerivAt (truncated n E) (truncatedSlope n E r) r ∧
    HasDerivAt (truncatedSlope (n + 1) E) (-E * truncated n E r) r := by
  constructor
  · exact HasDerivAt.fun_sum (fun k _ => (coeff_hierarchy k r).1.const_mul (E ^ k))
  · -- the term of order zero is the constant 1
    have hf : truncatedSlope (n + 1) E = fun y =>
        (∑ k ∈ Finset.range (n + 1), E ^ (k + 1) * slopeCoeff (k + 1) y) + 1 := by
      funext y
      rw [truncatedSlope, Finset.sum_range_succ']
      simp [slopeCoeff]
    rw [hf]
    refine ((HasDerivAt.fun_sum (fun k _ =>
      (coeff_hierarchy k r).2.const_mul (E ^ (k + 1)))).add_const 1).congr_deriv ?_
    rw [truncated, Finset.mul_sum]
    refine Finset.sum_congr rfl (fun k _ => ?_)
    ring
```

## The sign of the remainder

Integration from the origin enters as a monotonicity statement: if $f(0)=0$ and $f'\ge 0$ for $r\ge 0$, then $f$ is nondecreasing there, and so $f(r)\ge 0$.

```lean
/-- A function that is differentiable on the whole real line, vanishes at the origin and has
nonnegative slope for `r ≥ 0` is nonnegative there. -/
theorem nonneg_of_slope {f f' : ℝ → ℝ} (h0 : f 0 = 0) (hd : ∀ x, HasDerivAt f (f' x) x)
    (hp : ∀ x, 0 ≤ x → 0 ≤ f' x) {r : ℝ} (hr : 0 ≤ r) : 0 ≤ f r := by
  have hm : MonotoneOn f (Set.Ici 0) :=
    monotoneOn_of_deriv_nonneg (convex_Ici 0)
      (fun x _ => (hd x).continuousAt.continuousWithinAt)
      (fun x _ => (hd x).differentiableAt.differentiableWithinAt)
      (fun x hx => by
        rw [(hd x).deriv]
        exact hp x (interior_subset hx))
  have h := hm (Set.mem_Ici.mpr le_rfl) (Set.mem_Ici.mpr hr) hr
  linarith
```

Define the signed remainders of the function and of its slope,

$$Q_m=(-1)^{m+1}(P-S_m),\qquad D_m=(-1)^{m+1}(P'-S_m').$$

The radial equations link them:

$$Q_m'=D_m,\qquad D_{m+1}'=(-1)^{m+2}(-EP+ES_m)=E\,Q_m .$$

Both $Q_m$ and $D_{m+1}$ vanish at the origin. The chain starts from $D_0=1-\cos(r\sqrt E)\ge 0$, which gives $Q_0\ge 0$, then $D_1\ge 0$, then $Q_1\ge 0$, and so on. In the proof, `up` is the step from $D_m$ to $Q_m$, and `slope` is the induction that carries the sign from $D_m$ to $D_{m+1}$.

```lean
/-- For `E > 0` and `r ≥ 0` the remainder of the energy expansion of order `n` has the sign
`(-1)^(n+1)` or vanishes. -/
theorem remainder_sign {E : ℝ} (hE : 0 < E) (n : ℕ) {r : ℝ} (hr : 0 ≤ r) :
    0 ≤ (-1 : ℝ) ^ (n + 1) * (radial E r - truncated n E r) := by
  -- a signed slope remainder integrates to a signed remainder
  have up : ∀ m : ℕ, (∀ x, 0 ≤ x →
      0 ≤ (-1 : ℝ) ^ (m + 1) * (Real.cos (x * Real.sqrt E) - truncatedSlope m E x)) →
      ∀ x, 0 ≤ x → 0 ≤ (-1 : ℝ) ^ (m + 1) * (radial E x - truncated m E x) := by
    intro m hm x hx
    exact nonneg_of_slope
      (f := fun y => (-1 : ℝ) ^ (m + 1) * (radial E y - truncated m E y))
      (by simp [radial, truncated, energyCoeff])
      (fun y => ((radial_schrodinger hE y).1.fun_sub
        (truncated_schrodinger m E y).1).const_mul _) hm hx
  -- the radial equation carries the sign to the slope of the next order
  have slope : ∀ m : ℕ, ∀ x, 0 ≤ x →
      0 ≤ (-1 : ℝ) ^ (m + 1) * (Real.cos (x * Real.sqrt E) - truncatedSlope m E x) := by
    intro m
    induction m with
    | zero =>
      intro x _
      have hc := Real.cos_le_one (x * Real.sqrt E)
      have h : truncatedSlope 0 E x = 1 := by simp [truncatedSlope, slopeCoeff]
      rw [h, zero_add, pow_one]
      linarith
    | succ m ih =>
      intro x hx
      have h0 : truncatedSlope (m + 1) E 0 = 1 := by
        rw [truncatedSlope, Finset.sum_range_succ']
        simp [slopeCoeff]
      refine nonneg_of_slope
        (f := fun y => (-1 : ℝ) ^ (m + 1 + 1) *
          (Real.cos (y * Real.sqrt E) - truncatedSlope (m + 1) E y))
        (f' := fun y => E * ((-1 : ℝ) ^ (m + 1) * (radial E y - truncated m E y)))
        (by simp [h0]) (fun y => ?_)
        (fun y hy => mul_nonneg hE.le (up m ih y hy)) hx
      refine (((radial_schrodinger hE y).2.fun_sub
        (truncated_schrodinger m E y).2).const_mul _).congr_deriv ?_
      show _ = E * ((-1 : ℝ) ^ (m + 1) * (radial E y - truncated m E y))
      ring
  exact up n (slope n) r hr
```

## From the sign to the bound

Separating the last term of $S_{n+1}$ gives

$$0\le Q_{n+1}=-Q_n+E^{n+1}\frac{r^{2n+3}}{(2n+3)!}.$$

The sign at order $n+1$ is therefore the upper bound at order $n$. Replacing $r$ by a sphere radius $R\ge r$ only enlarges the right-hand side; `gcongr` does this last step. The theorem holds for every natural $n$ and includes $r=0$.

```lean
/-- For `E > 0` and `0 ≤ r ≤ R` the remainder of order `n`, times `(-1)^(n+1)`, is nonnegative
and at most `E^(n+1) R^(2n+3)/(2n+3)!`. -/
theorem remainder_bounds {E r R : ℝ} (hE : 0 < E) (hr : 0 ≤ r) (hR : r ≤ R) (n : ℕ) :
    0 ≤ (-1 : ℝ) ^ (n + 1) * (radial E r - truncated n E r) ∧
    (-1 : ℝ) ^ (n + 1) * (radial E r - truncated n E r) ≤
      E ^ (n + 1) * R ^ (2 * n + 3) / ((2 * n + 3).factorial : ℝ) := by
  refine ⟨remainder_sign hE n hr, ?_⟩
  -- the sign at order n + 1 is the upper bound at order n
  have h1 := remainder_sign hE (n + 1) hr
  have hs : truncated (n + 1) E r = truncated n E r + E ^ (n + 1) * energyCoeff (n + 1) r :=
    Finset.sum_range_succ _ _
  have e : 2 * (n + 1) + 1 = 2 * n + 3 := by ring
  have hsq : (-1 : ℝ) ^ (n + 1) * (-1 : ℝ) ^ (n + 1) = 1 := by
    rw [← mul_pow]
    norm_num
  rw [hs, energyCoeff, e, pow_succ (-1 : ℝ) (n + 1)] at h1
  have h2 : (-1 : ℝ) ^ (n + 1) * (radial E r - truncated n E r) ≤
      E ^ (n + 1) * r ^ (2 * n + 3) / ((2 * n + 3).factorial : ℝ) := by
    rw [← sub_nonneg]
    refine h1.trans_eq ?_
    linear_combination
      (E ^ (n + 1) * (r ^ (2 * n + 3) / ((2 * n + 3).factorial : ℝ))) * hsq
  refine h2.trans ?_
  gcongr
```

Since $|P-S_n|=|Q_n|=Q_n$, the same bound holds for the absolute error.

```lean
/-- For `E > 0` and `0 ≤ r ≤ R` the error of the expansion of order `n` is at most
`E^(n+1) R^(2n+3)/(2n+3)!` in absolute value. -/
theorem abs_remainder_le {E r R : ℝ} (hE : 0 < E) (hr : 0 ≤ r) (hR : r ≤ R) (n : ℕ) :
    |radial E r - truncated n E r| ≤
      E ^ (n + 1) * R ^ (2 * n + 3) / ((2 * n + 3).factorial : ℝ) := by
  have h := remainder_bounds hE hr hR n
  have ha : |radial E r - truncated n E r| =
      |(-1 : ℝ) ^ (n + 1) * (radial E r - truncated n E r)| := by
    rw [abs_mul, abs_pow, abs_neg, abs_one, one_pow, one_mul]
  rw [ha, abs_of_nonneg h.1]
  exact h.2
```

For a numerical instance, take $E=1$ Ry and $r=R=2$ bohr, where $P=\sin 2\approx 0.9093$:

| $n$ | $S_n$ | $Q_n$ | bound |
|---|---|---|---|
| 0 | 2.0000 | 1.0907 | 1.3333 |
| 1 | 0.6667 | 0.2426 | 0.2667 |
| 2 | 0.9333 | 0.0240 | 0.0254 |
| 3 | 0.9079 | 0.0014 | 0.0014 |

## Low energies and high orders

The bound at order $n+1$ also identifies the next coefficient. At fixed $r\ge 0$,

$$\left|\frac{P-S_n}{E^{n+1}}-P_{n+1}\right|=\frac{|P-S_{n+1}|}{E^{n+1}}\le E\,\frac{r^{2n+5}}{(2n+5)!}\longrightarrow 0\qquad(E\to 0^+).$$

The filter `𝓝[>] 0` lets $E$ approach zero through positive values only. At $E=0$ itself Lean's division by zero makes `radial` equal to 0 instead of the physical limit $r$. For $r=R>0$ the limit also shows that the constant $1/(2n+3)!$ in the bound is the smallest possible.

```lean
/-- At fixed `r ≥ 0`, the remainder of order `n` divided by `E^(n+1)` tends to the next
coefficient as the energy decreases to zero. -/
theorem next_coefficient {r : ℝ} (hr : 0 ≤ r) (n : ℕ) :
    Tendsto (fun E => (radial E r - truncated n E r) / E ^ (n + 1)) (𝓝[>] 0)
      (𝓝 (energyCoeff (n + 1) r)) := by
  rw [tendsto_iff_norm_sub_tendsto_zero]
  refine squeeze_zero' (g := fun E : ℝ =>
    E * (r ^ (2 * (n + 1) + 3) / ((2 * (n + 1) + 3).factorial : ℝ)))
    (Eventually.of_forall fun _ => norm_nonneg _) ?_ ?_
  · filter_upwards [self_mem_nhdsWithin] with E hE
    have hE' : 0 < E := hE
    have hp : 0 < E ^ (n + 1) := pow_pos hE' _
    have hs : truncated (n + 1) E r =
        truncated n E r + E ^ (n + 1) * energyCoeff (n + 1) r := Finset.sum_range_succ _ _
    have he : (radial E r - truncated n E r) / E ^ (n + 1) - energyCoeff (n + 1) r =
        (radial E r - truncated (n + 1) E r) / E ^ (n + 1) := by
      rw [hs, ← sub_sub, sub_div _ (E ^ (n + 1) * _), mul_div_cancel_left₀ _ hp.ne']
    rw [he, Real.norm_eq_abs, abs_div, abs_of_pos hp, div_le_iff₀ hp]
    refine (abs_remainder_le hE' hr le_rfl (n + 1)).trans_eq ?_
    ring
  · have h : Continuous (fun E : ℝ =>
        E * (r ^ (2 * (n + 1) + 3) / ((2 * (n + 1) + 3).factorial : ℝ))) := by fun_prop
    exact (h.tendsto' 0 0 (by simp)).mono_left nhdsWithin_le_nhds
```

At fixed $E>0$, the bound can be written as

$$\frac{E^{n+1}R^{2n+3}}{(2n+3)!}=\frac{1}{\sqrt E}\,\frac{(\sqrt E\,R)^{2n+3}}{(2n+3)!}.$$

The factorial outgrows the power, so this tends to zero as $n\to\infty$. It does not depend on $r$, so the convergence is uniform on $0\le r\le R$, however large $E$ and $R$ are.

```lean
/-- For every `E > 0` the energy expansion converges to the radial function uniformly on
`0 ≤ r ≤ R`. -/
theorem uniform_convergence {E : ℝ} (hE : 0 < E) (R : ℝ) :
    TendstoUniformlyOn (fun n r => truncated n E r) (radial E) atTop (Set.Icc 0 R) := by
  rw [Metric.tendstoUniformlyOn_iff]
  intro ε hε
  have hs : 0 < Real.sqrt E := Real.sqrt_pos.mpr hE
  have hm : Tendsto (fun n : ℕ => 2 * n + 3) atTop atTop :=
    tendsto_atTop_mono (fun n => by show n ≤ 2 * n + 3; omega) tendsto_id
  -- the factorial beats every power
  have ht : Tendsto (fun n : ℕ => (Real.sqrt E * R) ^ (2 * n + 3) /
      ((2 * n + 3).factorial : ℝ) / Real.sqrt E) atTop (𝓝 0) := by
    have h := ((FloorSemiring.tendsto_pow_div_factorial_atTop
      (Real.sqrt E * R)).comp hm).div_const (Real.sqrt E)
    rw [zero_div] at h
    exact h
  filter_upwards [ht.eventually_lt_const hε] with n hn r hr
  rw [Real.dist_eq]
  refine (abs_remainder_le hE hr.1 hr.2 n).trans_lt (lt_of_eq_of_lt ?_ hn)
  have hp : Real.sqrt E ^ (2 * n + 3) = E ^ (n + 1) * Real.sqrt E := by
    rw [show 2 * n + 3 = 2 * (n + 1) + 1 by ring, pow_succ, pow_mul, Real.sq_sqrt hE.le]
  rw [mul_pow, hp, eq_div_iff hs.ne']
  ring

end

end HigherEnergyDerivatives
```

```lean
#print axioms HigherEnergyDerivatives.next_coefficient
-- 'HigherEnergyDerivatives.next_coefficient' depends on axioms: [propext, Classical.choice, Quot.sound]
#print axioms HigherEnergyDerivatives.uniform_convergence
-- 'HigherEnergyDerivatives.uniform_convergence' depends on axioms: [propext, Classical.choice, Quot.sound]
```

## Energy derivatives in a LAPW sphere

Inside each sphere the LAPW method uses the solution $u$ of the radial equation at a linearisation energy $E_l$, together with its energy derivative $\dot u$. With $H$ the nonrelativistic radial Hamiltonian and dots for energy derivatives, $(H-E_l)\dot u=u$. A local orbital built with the second derivative also uses $\ddot u$, which obeys $(H-E_l)\ddot u=2\dot u$, and combines the three functions so that value and slope vanish at the sphere boundary. For an s wave in a constant potential, with $E_l$ placed at that potential and the slope of $r\,u$ at the origin fixed at 1, these equations become the chain above, and $k!\,P_k$ is $r$ times the $k$-th energy derivative of $u$. Normalising $u$ in the sphere mixes lower derivatives into higher ones but leaves their span unchanged.

In the present model, an s wave in a constant potential with $E_l$ placed at that potential, $u$ and $\dot u$ correspond to $n=1$, and adding $\ddot u$ gives $n=2$. For a state 1 Ry above $E_l$ and a sphere of 2 bohr, the table shows the error of $S_n$ at the boundary, where it is largest, falling from 0.243 to 0.024. These are errors of the Taylor combination, and an LAPW calculation chooses its coefficients differently. Those of $u$ and $\dot u$ in an augmented plane wave follow from matching value and slope at the boundary. The local orbital has zero value and slope there, so it changes the function only inside the sphere. A state below $E_l$, a potential that varies inside the sphere, a higher angular momentum or another choice of $E_l$ would need its own estimate.
